# For positive semidefinite A, ln det(1+A) − tr A lies between −tr(A²)/2 and 0

Let \(A\) be a complex square matrix of finite size, and write

\[
R(A)=\ln\det(1+A)-\operatorname{tr}A .
\]

Here \(1\) is the identity matrix, and \(A\) is positive semidefinite: it is Hermitian and its eigenvalues \(\lambda_i\) are nonnegative. In the random-phase approximation (RPA), with \(\hbar=1\), the correlation energy is the integral of \(R(A(i\omega))/2\pi\) over imaginary frequencies \(\omega\) from \(0\) to \(\infty\). The matrix is \(A=-v^{1/2}\chi_0v^{1/2}\), where \(v\) is the Coulomb interaction and \(\chi_0\) the non-interacting density response. Expanding \(R(A)\) formally in powers of \(A\) gives the ring diagrams. The first-order term of the logarithm cancels against \(\operatorname{tr}A\), so the series begins with \(-\operatorname{tr}(A^2)/2\). The series converges only when every \(\lambda_i\le1\), whereas the bounds below hold for every positive semidefinite \(A\).

```lean
import Mathlib

open Matrix
open scoped ComplexOrder

namespace RingDiagramBounds

noncomputable section

variable {n : Type*} [Fintype n] [DecidableEq n]
```

The type `n` labels the rows and columns. It can be any finite set, for instance a set of plane waves or auxiliary basis functions. `Matrix n n ℂ` is the type of complex matrices with these labels. Opening `ComplexOrder` makes available the order on complex numbers that Mathlib uses to say that a quadratic form is nonnegative.

```lean
/-- The ring-diagram expression `ln det(1 + A) - tr A`, with real parts taken of the
determinant and the trace. -/
def ringEnergy (A : Matrix n n ℂ) : ℝ :=
  Real.log (det (1 + A)).re - (trace A).re
```

`ringEnergy A` is \(R(A)\). Lean regards the determinant and trace of a complex matrix as complex numbers, so the definition takes their real parts with `.re`. For Hermitian \(A\) both quantities are real, as the eigenvalue formulas below show, and nothing is lost. The frequency integral and its prefactor are not part of the definition.

## From the matrix to its eigenvalues

```lean
/-- A Hermitian matrix is brought to the diagonal matrix of its eigenvalues by an invertible
change of basis. -/
theorem exists_diagonalisation {A : Matrix n n ℂ} (hA : A.IsHermitian) :
    ∃ U V D : Matrix n n ℂ, U * V = 1 ∧ V * U = 1 ∧
      D = diagonal (fun i => (hA.eigenvalues i : ℂ)) ∧ A = U * D * V := by
  refine ⟨(hA.eigenvectorUnitary : Matrix n n ℂ), star (hA.eigenvectorUnitary : Matrix n n ℂ),
    _, mem_unitaryGroup_iff.mp hA.eigenvectorUnitary.2,
    mem_unitaryGroup_iff'.mp hA.eigenvectorUnitary.2, rfl, ?_⟩
  have h := hA.spectral_theorem
  rw [Unitary.conjStarAlgAut_apply] at h
  exact h
```

The hypothesis `hA : A.IsHermitian` says \(A^\dagger=A\), and `hA.eigenvalues i` is the real number \(\lambda_i\). The theorem supplies matrices with

\[
A=UDV,\qquad UV=VU=1,\qquad D=\operatorname{diag}(\lambda_i).
\]

The proof takes \(U\) to be the unitary matrix of eigenvectors and \(V=U^\dagger\), then quotes Mathlib's spectral theorem. The statement records only that \(U\) and \(V\) are inverse to each other, which is all that the later steps need.

```lean
/-- For Hermitian `A`, the determinant of `1 + A` is the real product of `1 + λ` over the
eigenvalues of `A`. -/
theorem det_one_add_eq {A : Matrix n n ℂ} (hA : A.IsHermitian) :
    det (1 + A) = ((∏ i, (1 + hA.eigenvalues i) : ℝ) : ℂ) := by
  obtain ⟨U, V, D, hUV, -, hD, h⟩ := exists_diagonalisation hA
  have h1 : 1 + A = U * (1 + D) * V := by
    rw [mul_add, add_mul, mul_one, hUV, ← h]
  have h2 : 1 + D = diagonal (fun i => 1 + (hA.eigenvalues i : ℂ)) := by
    rw [hD]
    ext i j
    by_cases hij : i = j
    · subst hij
      simp
    · simp [hij]
  have h3 : det U * det V = 1 := by rw [← det_mul, hUV, det_one]
  rw [h1, det_mul, det_mul, h2, det_diagonal]
  push_cast
  linear_combination (∏ i, (1 + (hA.eigenvalues i : ℂ))) * h3
```

This is the identity \(\det(1+A)=\prod_i(1+\lambda_i)\). By hand, \(1+A=UV+UDV=U(1+D)V\), so

\[
\det(1+A)=\det U\,\det(1+D)\,\det V=\prod_i(1+\lambda_i),
\]

because \(\det U\det V=\det(UV)=1\). The steps `h1`, `h2` and `h3` are the factorisation, the diagonal form of \(1+D\) and the product of the two determinants. The final `linear_combination` multiplies `h3` by the eigenvalue product. The notation `( … : ℝ) : ℂ` says that a real number is being regarded as a complex one, so the theorem also shows that the determinant is real.

```lean
/-- For Hermitian `A`, the trace of the `k`-th power of `A` is the real sum of the `k`-th powers of
its eigenvalues. -/
theorem trace_pow_eq {A : Matrix n n ℂ} (hA : A.IsHermitian) (k : ℕ) :
    trace (A ^ k) = ((∑ i, hA.eigenvalues i ^ k : ℝ) : ℂ) := by
  obtain ⟨U, V, D, hUV, hVU, hD, h⟩ := exists_diagonalisation hA
  -- the inner factors `V * U` cancel in every power
  have hp : ∀ m : ℕ, A ^ m = U * D ^ m * V := by
    intro m
    induction m with
    | zero => simp [hUV]
    | succ m ih =>
      calc A ^ (m + 1) = A ^ m * A := pow_succ _ _
        _ = (U * D ^ m * V) * (U * D * V) := congrArg₂ (· * ·) ih h
        _ = U * D ^ m * (V * U) * D * V := by simp only [mul_assoc]
        _ = U * D ^ (m + 1) * V := by
          rw [hVU, mul_one, pow_succ]
          simp only [mul_assoc]
  rw [hp k, trace_mul_cycle, hVU, one_mul, hD, diagonal_pow, trace_diagonal]
  simp
```

For every natural number \(k\), \(\operatorname{tr}A^k=\sum_i\lambda_i^k\). Induction gives \(A^m=UD^mV\): the case \(m=0\) is \(UV=1\), and

\[
A^{m+1}=(UD^mV)(UDV)=UD^m(VU)DV=UD^{m+1}V .
\]

Cyclicity of the trace then gives \(\operatorname{tr}(UD^kV)=\operatorname{tr}(VUD^k)=\operatorname{tr}D^k\). The `calc` block is the induction step, and `trace_mul_cycle` is the cyclic move.

```lean
/-- For positive semidefinite `A`, the ring-diagram expression is a sum of independent contributions
`ln(1 + λ) - λ`, one for each eigenvalue. -/
theorem ringEnergy_eq_sum {A : Matrix n n ℂ} (hA : A.PosSemidef) :
    ringEnergy A = ∑ i, (Real.log (1 + hA.isHermitian.eigenvalues i)
      - hA.isHermitian.eigenvalues i) := by
  have ht := trace_pow_eq hA.isHermitian 1
  simp only [pow_one] at ht
  unfold ringEnergy
  rw [det_one_add_eq hA.isHermitian, ht, Complex.ofReal_re, Complex.ofReal_re,
    Real.log_prod, Finset.sum_sub_distrib]
  intro i _
  have := hA.eigenvalues_nonneg i
  positivity
```

The hypothesis is now `A.PosSemidef`, which contains Hermiticity and gives \(\lambda_i\ge0\). Each factor \(1+\lambda_i\) is therefore positive, the logarithm of the product splits, and

\[
R(A)=\sum_i\bigl[\ln(1+\lambda_i)-\lambda_i\bigr].
\]

`Real.log_prod` performs the splitting and asks for proof that no factor is zero; `positivity` provides it. What remains is a question about one nonnegative number at a time.

## Inequalities for a single mode

```lean
/-- For a single mode of positive strength `x`, the logarithm lies strictly above its
second-order expansion. -/
theorem second_order_lt_log {x : ℝ} (hx : 0 < x) : x - x ^ 2 / 2 < Real.log (1 + x) := by
  refine lt_of_lt_of_le ?_ (Real.le_log_one_add_of_nonneg hx.le)
  rw [lt_div_iff₀ (by linarith)]
  nlinarith [pow_pos hx 3]
```

For \(x>0\) the claim is \(x-x^2/2<\ln(1+x)\). The proof passes through an intermediate fraction:

\[
x-\frac{x^2}{2}<\frac{2x}{x+2}\le\ln(1+x).
\]

For the first inequality, multiply by \(x+2>0\). The left side becomes \(2x-x^3/2\), which is less than \(2x\). For the second, both sides vanish at \(x=0\), and the derivative of the right side minus the left is

\[
\frac{1}{1+x}-\frac{4}{(x+2)^2}=\frac{x^2}{(1+x)(x+2)^2}\ge0 .
\]

Mathlib already has the second inequality, as `Real.le_log_one_add_of_nonneg`. The first is settled by `nlinarith`, a tactic for polynomial inequalities, which is handed the fact \(x^3>0\).

```lean
/-- For a single mode of nonnegative strength `x`, the logarithm is at most its third-order
expansion. -/
theorem log_le_third_order {x : ℝ} (hx : 0 ≤ x) :
    Real.log (1 + x) ≤ x - x ^ 2 / 2 + x ^ 3 / 3 := by
  -- the difference of the two sides has derivative `y ^ 3 / (1 + y)`
  have key : ∀ y : ℝ, 0 ≤ y → HasDerivAt
      (fun z : ℝ => z - z ^ 2 / 2 + z ^ 3 / 3 - Real.log (1 + z)) (y ^ 3 / (1 + y)) y := by
    intro y hy
    have hne : 1 + y ≠ 0 := by positivity
    have hlog : HasDerivAt (fun z : ℝ => Real.log (1 + z)) (1 / (1 + y)) y :=
      ((hasDerivAt_id' y).const_add 1).log hne
    have h := (((hasDerivAt_id' y).fun_sub ((hasDerivAt_pow 2 y).div_const 2)).fun_add
      ((hasDerivAt_pow 3 y).div_const 3)).fun_sub hlog
    refine h.congr_deriv ?_
    norm_num
    field_simp
    ring
  have hmono : MonotoneOn
      (fun z : ℝ => z - z ^ 2 / 2 + z ^ 3 / 3 - Real.log (1 + z)) (Set.Ici 0) := by
    apply monotoneOn_of_deriv_nonneg (convex_Ici 0)
    · exact fun y hy => (key y hy).continuousAt.continuousWithinAt
    · exact fun y hy => (key y (interior_subset hy)).differentiableAt.differentiableWithinAt
    · intro y hy
      have hy0 : 0 ≤ y := interior_subset hy
      rw [(key y hy0).deriv]
      positivity
  have h := hmono (Set.mem_Ici.mpr le_rfl) (Set.mem_Ici.mpr hx) hx
  norm_num at h
  linarith
```

For \(x\ge0\) the next term of the series gives an upper bound. Put

\[
g(y)=y-\frac{y^2}{2}+\frac{y^3}{3}-\ln(1+y).
\]

Then \(g(0)=0\), and for \(y\ge0\)

\[
g'(y)=1-y+y^2-\frac{1}{1+y}=\frac{(1+y)(1-y+y^2)-1}{1+y}=\frac{y^3}{1+y}\ge0 .
\]

Hence \(g(x)\ge g(0)=0\). In the code, `key` is the derivative, `hmono` says that \(g\) is nondecreasing on \([0,\infty)\), and the last lines compare \(g(0)\) with \(g(x)\).

## Bounds for the matrix

```lean
/-- A Hermitian matrix whose eigenvalues all vanish is zero. -/
theorem eq_zero_of_eigenvalues {A : Matrix n n ℂ} (hA : A.IsHermitian)
    (hz : ∀ i, hA.eigenvalues i = 0) : A = 0 := by
  obtain ⟨U, V, D, -, -, hD, h⟩ := exists_diagonalisation hA
  have hD0 : D = 0 := by
    rw [hD]
    ext i j
    simp [diagonal_apply, hz]
  exact h.trans (by rw [hD0, mul_zero, zero_mul])
```

If every \(\lambda_i\) is zero, then \(D=0\) and \(A=UDV=0\). This turns an equality among eigenvalues into a statement about the matrix.

```lean
/-- For positive semidefinite `A`, the ring-diagram expression exceeds the second-order ring term
`-tr(A²)/2` by at least zero and at most `tr(A³)/3`, and it equals that term only for `A = 0`. -/
theorem ringEnergy_second_order {A : Matrix n n ℂ} (hA : A.PosSemidef) :
    0 ≤ ringEnergy A + (trace (A ^ 2)).re / 2 ∧
    ringEnergy A + (trace (A ^ 2)).re / 2 ≤ (trace (A ^ 3)).re / 3 ∧
    (ringEnergy A = -(trace (A ^ 2)).re / 2 ↔ A = 0) := by
  have hs : ringEnergy A + (trace (A ^ 2)).re / 2 =
      ∑ i, (Real.log (1 + hA.isHermitian.eigenvalues i) - hA.isHermitian.eigenvalues i
        + hA.isHermitian.eigenvalues i ^ 2 / 2) := by
    rw [ringEnergy_eq_sum hA, trace_pow_eq hA.isHermitian 2, Complex.ofReal_re,
      Finset.sum_div, ← Finset.sum_add_distrib]
  have hnn : ∀ i ∈ Finset.univ, 0 ≤ Real.log (1 + hA.isHermitian.eigenvalues i)
      - hA.isHermitian.eigenvalues i + hA.isHermitian.eigenvalues i ^ 2 / 2 := by
    intro i _
    rcases (hA.eigenvalues_nonneg i).eq_or_lt with h | h
    · rw [← h]
      simp
    · linarith [second_order_lt_log h]
  refine ⟨by rw [hs]; exact Finset.sum_nonneg hnn, ?_, ?_, ?_⟩
  · rw [hs, trace_pow_eq hA.isHermitian 3, Complex.ofReal_re, Finset.sum_div]
    refine Finset.sum_le_sum fun i _ => ?_
    linarith [log_le_third_order (hA.eigenvalues_nonneg i)]
  · intro h
    have h0 := (Finset.sum_eq_zero_iff_of_nonneg hnn).mp (by rw [← hs, h]; ring)
    refine eq_zero_of_eigenvalues hA.isHermitian fun i => ?_
    rcases (hA.eigenvalues_nonneg i).eq_or_lt with hi | hi
    · exact hi.symm
    · linarith [second_order_lt_log hi, h0 i (Finset.mem_univ i)]
  · intro h
    simp [h, ringEnergy]
```

The three lines joined by `∧` ("and") say that

\[
0\le R(A)+\tfrac12\operatorname{tr}A^2\le\tfrac13\operatorname{tr}A^3,
\]

and that \(R(A)=-\tfrac12\operatorname{tr}A^2\) exactly when \(A=0\). The double arrow `↔` means "if and only if".

By hand, add the trace formula for \(k=2\) to the eigenvalue sum:

\[
R(A)+\tfrac12\operatorname{tr}A^2=\sum_i\Bigl[\ln(1+\lambda_i)-\lambda_i+\tfrac12\lambda_i^2\Bigr].
\]

This is `hs`. Each bracket is zero for \(\lambda_i=0\) and positive for \(\lambda_i>0\), by the first single-mode inequality; this is `hnn`. The sum is therefore nonnegative. The second single-mode inequality bounds each bracket by \(\lambda_i^3/3\), and summing gives the cubic bound.

If the sum is zero, every bracket is zero, since none is negative. No \(\lambda_i\) can then be positive, so all vanish and \(A=0\). Conversely, both sides of the equality are zero for \(A=0\). The proof follows this order, with `rcases` separating zero from positive eigenvalues.

```lean
/-- For positive semidefinite `A`, the ring-diagram expression `ln det(1 + A) - tr A` lies
between `-tr(A²)/2` and zero, and it vanishes only for `A = 0`. -/
theorem ringEnergy_bounds {A : Matrix n n ℂ} (hA : A.PosSemidef) :
    -(trace (A ^ 2)).re / 2 ≤ ringEnergy A ∧ ringEnergy A ≤ 0 ∧
    (ringEnergy A = 0 ↔ A = 0) := by
  have hnp : ∀ i ∈ Finset.univ, Real.log (1 + hA.isHermitian.eigenvalues i)
      - hA.isHermitian.eigenvalues i ≤ 0 := by
    intro i _
    have hi := hA.eigenvalues_nonneg i
    linarith [Real.log_le_sub_one_of_pos
      (show 0 < 1 + hA.isHermitian.eigenvalues i by linarith)]
  refine ⟨by linarith [(ringEnergy_second_order hA).1], ?_, ?_, ?_⟩
  · rw [ringEnergy_eq_sum hA]
    exact Finset.sum_nonpos hnp
  · intro h
    rw [ringEnergy_eq_sum hA] at h
    -- a vanishing sum of nonpositive terms vanishes mode by mode
    have h0 := (Finset.sum_eq_zero_iff_of_nonpos hnp).mp h
    refine eq_zero_of_eigenvalues hA.isHermitian fun i => ?_
    by_contra hne
    have hi := hA.eigenvalues_nonneg i
    have hlt := Real.log_lt_sub_one_of_pos
      (show 0 < 1 + hA.isHermitian.eigenvalues i by linarith)
      (fun h1 => hne (by linarith))
    linarith [h0 i (Finset.mem_univ i)]
  · intro h
    simp [h, ringEnergy]

end

end RingDiagramBounds
```

```lean
#print axioms RingDiagramBounds.ringEnergy_bounds
```

```
'RingDiagramBounds.ringEnergy_bounds' depends on axioms: [propext, Classical.choice, Quot.sound]
```

This theorem states the bounds of the title,

\[
-\tfrac12\operatorname{tr}A^2\le R(A)\le0,
\]

together with \(R(A)=0\) exactly when \(A=0\). The lower bound is the first part of the previous theorem, rearranged.

For the upper bound, use \(\ln t\le t-1\) for \(t>0\), with equality only at \(t=1\). This holds because \(t-1-\ln t\) has derivative \(1-1/t\), so its only minimum is at \(t=1\), where its value is zero. Setting \(t=1+\lambda_i\) gives \(\ln(1+\lambda_i)-\lambda_i\le0\) for each mode; this is `hnp`. Summation gives \(R(A)\le0\).

If \(R(A)=0\), a sum of nonpositive terms vanishes, so each term does. Equality in the logarithm inequality then forces \(1+\lambda_i=1\), hence \(\lambda_i=0\) for all \(i\) and \(A=0\). Lean argues by contradiction here: `by_contra` supposes \(\lambda_i\ne0\), and the strict inequality `Real.log_lt_sub_one_of_pos` clashes with the vanishing term.

## What positivity and Hermiticity contribute

Positivity stands for the fact that a stable non-interacting ground state responds to a weak static potential \(\phi\) with a first-order density change \(\delta n\) satisfying \(\int\phi\,\delta n\le0\), so that \(-\chi_0\) is positive semidefinite. With real orbitals the same sign holds at every imaginary frequency. The theorems assume this property of \(A\) and do not derive it from a Hamiltonian.

Without positivity the lower bound can fail, even for a one-by-one matrix. For \(A=(-1/2)\),

\[
R(A)=-\ln2+\tfrac12\approx-0.193,
\qquad
-\tfrac12\operatorname{tr}A^2=-0.125 .
\]

Hermiticity matters for the equality case. The matrix

\[
A=\begin{pmatrix}0&1\\0&0\end{pmatrix}
\]

has only zero eigenvalues, and \(\det(1+A)=1\) and \(\operatorname{tr}A=0\), so \(R(A)=0\) although \(A\ne0\).

For an RPA calculation in a finite basis whose matrix \(A\) is positive semidefinite, the bounds apply at each imaginary frequency separately: the integrand is never positive, and it is never more negative than its second-order ring term. Convergence of the frequency integral and the limit of an infinite basis are separate questions.
